# For Hermitian hopping, the linear terms of a condensate-shifted lattice Hamiltonian carry the Gross–Pitaevskii residuals

**Q:** Take one bosonic mode a = d + z, with condensate amplitude z and fluctuation d. The Hamiltonian is (g/2)a†²a² − μa†a, where g is the contact interaction and μ the chemical potential, the energy scale that controls the particle number. What removes the terms linear in d?

**A:** Two contributions cancel. Write z̄ for the conjugate of z and collect the coefficient of d†:

(g/2)·2z̄·z² − μz = (g|z|² − μ)z

It vanishes at μ = g|z|². The coefficient of d is the conjugate.

**Q:** What are a and d in the formal version?

**A:** Elements of an arbitrary complex star-algebra `A`, with `star` as the adjoint. The finite type `ι` labels lattice sites.

In Lean 4 with Mathlib:

```lean
import Mathlib

open ComplexConjugate

namespace NormalOrderedCondensate

noncomputable section

variable {A : Type*} [Ring A] [StarRing A] [Algebra ℂ A] [StarModule ℂ A]
variable {ι : Type*} [Fintype ι]

/-- The on-site Hamiltonian `(g/2) a†² a² - μ a† a` of a mode `a` with contact
interaction `g` and chemical potential `μ`. -/
def onsite (g μ : ℝ) (a : A) : A :=
  ((g : ℂ) / 2) • (star a ^ 2 * a ^ 2) - (μ : ℂ) • (star a * a)
```

**Q:** And the remaining terms?

**A:** Expand both squares, keeping daggers on the left:

a†²a² = (d†² + 2z̄d† + z̄²)(d² + 2zd + z²)
= d†²d² + 2z d†²d + 2z̄ d†d² + z²d†² + 4|z|²d†d + z̄²d² + 2|z|²(z d† + z̄ d) + |z|⁴

a†a = d†d + z d† + z̄ d + |z|²

Multiply the first by g/2 and subtract μ times the second. The terms of order two to four form `siteFluctuation`.

```lean
/-- The quadratic, cubic and quartic normal-ordered terms in the fluctuation `d`
around the condensate amplitude `z`. -/
def siteFluctuation (g μ : ℝ) (z : ℂ) (d : A) : A :=
  ((g : ℂ) / 2) • (z ^ 2 • star d ^ 2 + (conj z) ^ 2 • d ^ 2)
    + (2 * (g : ℂ) * (‖z‖ : ℂ) ^ 2 - (μ : ℂ)) • (star d * d)
    + (g : ℂ) • (z • (star d ^ 2 * d) + conj z • (star d * d ^ 2))
    + ((g : ℂ) / 2) • (star d ^ 2 * d ^ 2)
```

**Q:** One site has no kinetic energy.

**A:** The lattice version adds Σ_ij h_ij a_i†a_j. Both g and μ are uniform, but a site potential can sit on the diagonal of h. The claim is that d_i† then has coefficient

F_i = Σ_j h_ij z_j + (g|z_i|² − μ)z_i

This is `gpResidual`; F_i = 0 at every site is the stationary discrete Gross–Pitaevskii equation.

```lean
/-- The lattice Hamiltonian: hopping with amplitudes `h i j` plus the on-site
Hamiltonian of every mode. -/
def latticeHamiltonian (h : Matrix ι ι ℂ) (g μ : ℝ) (a : ι → A) : A :=
  ∑ i, ∑ j, h i j • (star (a i) * a j) + ∑ i, onsite g μ (a i)

/-- The residual at site `i` of the stationary discrete Gross-Pitaevskii equation
`∑ j, h i j z j + g |z i|² z i = μ z i`. -/
def gpResidual (h : Matrix ι ι ℂ) (g μ : ℝ) (z : ι → ℂ) (i : ι) : ℂ :=
  ∑ j, h i j * z j + ((g : ℂ) * (‖z i‖ : ℂ) ^ 2 - (μ : ℂ)) * z i
```

**Q:** Where do the bosonic commutation relations enter?

**A:** Not in the expansion, since the products start out normal ordered. The next lemmas take the adjoint of the shift and distribute the products without swapping operators; `module` then collects scalar coefficients.

```lean
/-- The adjoint of a mode shifted by `z` is the adjoint mode shifted by `conj z`. -/
theorem star_shift (d : A) (z : ℂ) :
    star (d + z • (1 : A)) = star d + conj z • (1 : A) := by
  simp only [star_add, star_smul, star_one, starRingEnd_apply]

omit [StarRing A] [StarModule ℂ A] in
/-- The product of two shifted operators, expanded without changing operator order. -/
theorem shift_mul_shift (y x : A) (w z : ℂ) :
    (y + w • (1 : A)) * (x + z • (1 : A))
      = y * x + z • y + w • x + (w * z) • (1 : A) := by
  simp only [mul_add, add_mul, smul_mul_assoc, mul_smul_comm, one_mul, mul_one]
  module

omit [StarRing A] [StarModule ℂ A] in
/-- The product of two squared shifted operators, expanded without changing
operator order. -/
theorem shift_sq_mul_shift_sq (y x : A) (w z : ℂ) :
    (y + w • (1 : A)) ^ 2 * (x + z • (1 : A)) ^ 2
      = y ^ 2 * x ^ 2 + (2 * z) • (y ^ 2 * x) + (2 * w) • (y * x ^ 2)
        + z ^ 2 • y ^ 2 + (4 * w * z) • (y * x) + w ^ 2 • x ^ 2
        + (2 * w * z ^ 2) • y + (2 * w ^ 2 * z) • x + (w ^ 2 * z ^ 2) • (1 : A) := by
  simp only [pow_two, mul_add, add_mul, smul_mul_assoc, mul_smul_comm, one_mul,
    mul_one, smul_add, mul_assoc]
  module
```

For arbitrary μ, `onsite_shift` applies these expansions, writes |z|² as z̄z and collects the coefficients.

```lean
/-- For any chemical potential, the on-site Hamiltonian of `d + z` is a constant,
a linear term with coefficient `g |z|² - μ`, and the fluctuation terms. -/
theorem onsite_shift (g μ : ℝ) (z : ℂ) (d : A) :
    onsite g μ (d + z • (1 : A))
      = ((g : ℂ) / 2 * (‖z‖ : ℂ) ^ 4 - (μ : ℂ) * (‖z‖ : ℂ) ^ 2) • (1 : A)
        + ((g : ℂ) * (‖z‖ : ℂ) ^ 2 - (μ : ℂ)) • (z • star d + conj z • d)
        + siteFluctuation g μ z d := by
  have h2 : (‖z‖ : ℂ) ^ 2 = conj z * z := (Complex.conj_mul' z).symm
  have h4 : (‖z‖ : ℂ) ^ 4 = (conj z * z) ^ 2 := by rw [← h2]; ring
  unfold onsite siteFluctuation
  rw [star_shift, shift_sq_mul_shift_sq, shift_mul_shift, h4, h2]
  module
```

At μ = g|z|² the constant g|z|⁴/2 − μ|z|² becomes −g|z|⁴/2, and the d†d coefficient 2g|z|² − μ becomes g|z|². Substitution gives the single-mode identity:

```lean
/-- At the chemical potential `μ = g |z|²` the on-site Hamiltonian of `d + z` has no
term linear in the fluctuation `d`. -/
theorem onsite_at_gross_pitaevskii (g : ℝ) (z : ℂ) (d : A) :
    onsite g (g * ‖z‖ ^ 2) (d + z • (1 : A))
      = -((g : ℂ) / 2 * (‖z‖ : ℂ) ^ 4) • (1 : A)
        + ((g : ℂ) / 2) • (z ^ 2 • star d ^ 2
            + (2 * (‖z‖ : ℂ) ^ 2) • (star d * d) + (conj z) ^ 2 • d ^ 2)
        + (g : ℂ) • (z • (star d ^ 2 * d) + conj z • (star d * d ^ 2))
        + ((g : ℂ) / 2) • (star d ^ 2 * d ^ 2) := by
  simp only [onsite_shift, siteFluctuation, Complex.ofReal_mul, Complex.ofReal_pow]
  module
```

**Q:** Why must h be Hermitian?

**A:** Hopping back must carry the conjugate amplitude for the energy to be self-adjoint. The shift produces these linear terms:

Σ_i (Σ_j h_ij z_j) d_i† + Σ_ij h_ij z̄_i d_j

Exchange the labels in the second sum and use h_ji = conj(h_ij). The coefficient of d_i is then conj(Σ_j h_ij z_j). `hadj` does exactly this.

```lean
/-- Hermitian hopping between shifted modes is a constant, a linear term driven by
`∑ j, h i j z j`, and the hopping of the fluctuations. -/
theorem hopping_shift (h : Matrix ι ι ℂ) (hh : h.IsHermitian) (z : ι → ℂ) (d : ι → A) :
    ∑ i, ∑ j, h i j • (star (d i + z i • (1 : A)) * (d j + z j • (1 : A)))
      = (∑ i, ∑ j, h i j * conj (z i) * z j) • (1 : A)
        + ∑ i, ((∑ j, h i j * z j) • star (d i) + conj (∑ j, h i j * z j) • d i)
        + ∑ i, ∑ j, h i j • (star (d i) * d j) := by
  have key : ∀ i j, h i j • (star (d i + z i • (1 : A)) * (d j + z j • (1 : A)))
      = (h i j * conj (z i) * z j) • (1 : A) + (h i j * z j) • star (d i)
        + (h i j * conj (z i)) • d j + h i j • (star (d i) * d j) := by
    intro i j
    rw [star_shift, shift_mul_shift]
    module
  -- Hermiticity turns the terms linear in `d` into the adjoint of those in `d†`.
  have hadj : ∑ i, ∑ j, (h i j * conj (z i)) • d j
      = ∑ i, conj (∑ j, h i j * z j) • d i := by
    rw [Finset.sum_comm]
    refine Finset.sum_congr rfl fun j _ => ?_
    rw [map_sum, Finset.sum_smul]
    refine Finset.sum_congr rfl fun i _ => ?_
    have e : conj (h j i) = h i j := hh.apply i j
    rw [map_mul, e]
  simp only [key, Finset.sum_add_distrib]
  rw [hadj]
  simp only [Finset.sum_smul]
  abel
```

For Hermitian h, adding the on-site linear terms gives F_i d_i† + conj(F_i) d_i at each site, which is `hF` in the full expansion.

```lean
/-- The lattice Hamiltonian of `d i + z i` is a constant, a linear term whose coefficients are the
Gross-Pitaevskii residuals and their conjugates, and terms of order two to four. -/
theorem lattice_shift (h : Matrix ι ι ℂ) (hh : h.IsHermitian) (g μ : ℝ)
    (z : ι → ℂ) (d : ι → A) :
    latticeHamiltonian h g μ (fun i => d i + z i • (1 : A))
      = (∑ i, ∑ j, h i j * conj (z i) * z j
          + ∑ i, ((g : ℂ) / 2 * (‖z i‖ : ℂ) ^ 4 - (μ : ℂ) * (‖z i‖ : ℂ) ^ 2)) • (1 : A)
        + ∑ i, (gpResidual h g μ z i • star (d i) + conj (gpResidual h g μ z i) • d i)
        + (∑ i, ∑ j, h i j • (star (d i) * d j)
          + ∑ i, siteFluctuation g μ (z i) (d i)) := by
  have hsite : ∑ i, onsite g μ (d i + z i • (1 : A))
      = (∑ i, ((g : ℂ) / 2 * (‖z i‖ : ℂ) ^ 4 - (μ : ℂ) * (‖z i‖ : ℂ) ^ 2)) • (1 : A)
        + ∑ i, ((g : ℂ) * (‖z i‖ : ℂ) ^ 2 - (μ : ℂ)) • (z i • star (d i) + conj (z i) • d i)
        + ∑ i, siteFluctuation g μ (z i) (d i) := by
    simp only [onsite_shift, Finset.sum_add_distrib, Finset.sum_smul]
  -- Hopping and on-site contributions add up to the residual.
  have hF : ∑ i, (gpResidual h g μ z i • star (d i) + conj (gpResidual h g μ z i) • d i)
      = ∑ i, ((∑ j, h i j * z j) • star (d i) + conj (∑ j, h i j * z j) • d i)
        + ∑ i, ((g : ℂ) * (‖z i‖ : ℂ) ^ 2 - (μ : ℂ)) •
            (z i • star (d i) + conj (z i) • d i) := by
    rw [← Finset.sum_add_distrib]
    refine Finset.sum_congr rfl fun i _ => ?_
    simp only [gpResidual, map_add, map_mul, map_sub, map_pow, Complex.conj_ofReal]
    module
  simp only [latticeHamiltonian]
  rw [hopping_shift h hh, hsite, hF, add_smul]
  abel
```

**Q:** Could the linear sum vanish without z solving the equation?

**A:** Not if the d_i commute with one another and with the adjoints at other sites, as independent modes do, and no d_i commutes with its own adjoint. Call the linear sum L; for Hermitian h it is the linear part of the shifted Hamiltonian. Only site k survives in the commutator:

d_k L − L d_k = F_k (d_k d_k† − d_k† d_k)

If L = 0 and F_k ≠ 0, dividing by F_k contradicts the last assumption. The reverse direction is substitution.

```lean
omit [StarModule ℂ A] in
/-- If the modes commute with one another and with the adjoints at other sites, and none commutes
with its own adjoint, the linear term vanishes exactly when `z` solves the discrete Gross-Pitaevskii
equation. -/
theorem linear_term_eq_zero_iff (h : Matrix ι ι ℂ) (g μ : ℝ) (z : ι → ℂ) (d : ι → A)
    (hc : ∀ i j, d i * d j = d j * d i)
    (hs : ∀ i j, i ≠ j → d i * star (d j) = star (d j) * d i)
    (hn : ∀ i, d i * star (d i) ≠ star (d i) * d i) :
    ∑ i, (gpResidual h g μ z i • star (d i) + conj (gpResidual h g μ z i) • d i) = 0
      ↔ ∀ i, gpResidual h g μ z i = 0 := by
  constructor
  · intro h0 k
    by_contra hF
    -- The commutator with `d k` isolates the residual at site `k`.
    have hcomm : d k * (∑ i, (gpResidual h g μ z i • star (d i)
          + conj (gpResidual h g μ z i) • d i))
        - (∑ i, (gpResidual h g μ z i • star (d i)
          + conj (gpResidual h g μ z i) • d i)) * d k
        = gpResidual h g μ z k • (d k * star (d k) - star (d k) * d k) := by
      rw [Finset.mul_sum, Finset.sum_mul, ← Finset.sum_sub_distrib,
        Finset.sum_eq_single k]
      · simp only [mul_add, add_mul, mul_smul_comm, smul_mul_assoc]
        module
      · intro j _ hj
        simp only [mul_add, add_mul, mul_smul_comm, smul_mul_assoc]
        rw [hc k j, hs k j hj.symm]
        exact sub_self _
      · intro hk
        exact absurd (Finset.mem_univ k) hk
    rw [h0, mul_zero, zero_mul, sub_zero] at hcomm
    apply hn k
    rw [← sub_eq_zero, ← inv_smul_smul₀ hF (d k * star (d k) - star (d k) * d k),
      ← hcomm, smul_zero]
  · intro hF
    simp [hF]
```

**Q:** Are those assumptions consistent?

**A:** Yes. Put a two-level lowering matrix at one site and zero elsewhere, multiplying site by site. This is a direct product of matrix algebras, not a tensor-product spin lattice or a boson model. The proof checks the commutation relations component by component, and the failure to commute at one matrix entry.

```lean
/-- The two-level lowering matrix placed at site `i`, with zero at all other sites. -/
def siteLowering [DecidableEq ι] (i : ι) : ι → Matrix (Fin 2) (Fin 2) ℂ :=
  fun k => if k = i then !![0, 1; 0, 0] else 0

omit [Fintype ι] in
/-- The site-local lowering matrices commute between sites, also with each other's
adjoints, and none commutes with its own adjoint. -/
theorem linear_term_witness [DecidableEq ι] :
    (∀ i j : ι, siteLowering i * siteLowering j = siteLowering j * siteLowering i) ∧
    (∀ i j : ι, i ≠ j →
      siteLowering i * star (siteLowering j) = star (siteLowering j) * siteLowering i) ∧
    (∀ i : ι,
      siteLowering i * star (siteLowering i) ≠ star (siteLowering i) * siteLowering i) := by
  refine ⟨fun i j => ?_, fun i j hij => ?_, fun i h => ?_⟩
  · funext k
    by_cases hi : k = i <;> by_cases hj : k = j <;>
      simp only [Pi.mul_apply, siteLowering, hi, hj, if_true, if_false, mul_zero]
      <;> split_ifs <;> simp
  · funext k
    by_cases hi : k = i
    · have hj : k ≠ j := fun e => hij (hi.symm.trans e)
      simp [siteLowering, hj]
    · simp [siteLowering, hi]
  · have e := congrArg (fun M => M i 0 0) h
    simp [siteLowering, Matrix.mul_apply, Fin.sum_univ_succ, Matrix.star_apply] at e

end

end NormalOrderedCondensate
```
```lean
#print axioms NormalOrderedCondensate.onsite_at_gross_pitaevskii
-- 'NormalOrderedCondensate.onsite_at_gross_pitaevskii' depends on axioms: [propext, Classical.choice, Quot.sound]
#print axioms NormalOrderedCondensate.lattice_shift
-- 'NormalOrderedCondensate.lattice_shift' depends on axioms: [propext, Classical.choice, Quot.sound]
#print axioms NormalOrderedCondensate.linear_term_eq_zero_iff
-- 'NormalOrderedCondensate.linear_term_eq_zero_iff' depends on axioms: [propext, Classical.choice, Quot.sound]
```

**Q:** Why not simply impose [d_i, d_j†] = δ_ij?

**A:** Together with [d_i, d_j] = 0, that would make the commutator above equal F_k directly, but no matrices of finite nonzero size satisfy it, since a commutator of such matrices has trace zero. The assumptions used here admit both canonical bosons and boson operators truncated to two or more levels, at the level of algebra: operator domains on Fock space are not treated. Nor is z shown to minimise the energy or to describe an actual condensate.

**Q:** Where does this appear in a calculation?

**A:** In a Bogoliubov calculation for this finite lattice with contact interaction, one solves for a nonzero z until the largest |F_i| is below tolerance, then keeps the quadratic terms. Written as Σ_ij [N_ij d_i†d_j + ½(P_ij d_i†d_j† + conj(P_ij) d_j d_i)], these have the normal block N_ij = h_ij + (2g|z_i|² − μ)δ_ij and the pairing block P_ij = g z_i² δ_ij. A residual left too large means that a linear drive has been discarded along with the cubic and quartic terms.
